# The three-value Gear scheme with coefficients (0, 1, 1) reproduces velocity Verlet

A formal statement that two integrators agree has to say how their states are compared. Velocity Verlet carries a phase point $(x, v)$ of position and velocity. The three-value Gear scheme carries a triple $(r_0, r_1, r_2)$ that stands for $(x,\ h v,\ \tfrac{h^2}{2} a)$, with $h$ the time step and $a$ the acceleration. Reading $v$ off as $r_1/h$ would put a division by $h$ into the statement. The choice made here goes in the other direction: a map sends each phase point to its Gear triple by evaluating $a(x)$ and multiplying by $h$ and $\tfrac{h^2}{2}$, with no division by $h$, and agreement means that a Gear step from the image of $(x, v)$ lands on the image of the Verlet step from $(x, v)$. The factors $h$ and $\tfrac{h^2}{2}$ are cancelled only when the velocity and the acceleration are read off from the triple.

## The space and the acceleration map

Positions, velocities and accelerations all lie in one real vector space $E$. For $N$ particles in Cartesian coordinates $E = \mathbb{R}^{3N}$, and $a(x)$ is the force divided by the mass, component by component. No norm, inner product or dimension is assumed.

```lean
import Mathlib

open Function

namespace GearVelocityVerlet

noncomputable section

variable {E : Type*} [AddCommGroup E] [Module ℝ E]

/-- Three-value Gear state: position `r0 = x`, scaled velocity `r1 = h v` and scaled
acceleration `r2 = h² a / 2`. -/
@[ext]
structure GearState (E : Type*) where
  r0 : E
  r1 : E
  r2 : E
```

The predictor is the Taylor expansion truncated at the acceleration: $x + h v + \tfrac{h^2}{2} a$ for the position, $v + h a$ for the velocity, and an unchanged acceleration. Multiplying the velocity by $h$ gives $h v + h^2 a = r_1 + 2 r_2$, so in scaled variables the predicted triple is
$$(r_0 + r_1 + r_2,\quad r_1 + 2 r_2,\quad r_2).$$

```lean
/-- Taylor predictor: in scaled variables it is the Pascal-triangle update. -/
def predict (g : GearState E) : GearState E :=
  ⟨g.r0 + g.r1 + g.r2, g.r1 + (2 : ℝ) • g.r2, g.r2⟩
```

The acceleration is a map $a : E \to E$ of the position alone, written `a : E → E`. It need not be continuous or derive from a potential, but it cannot depend on velocity or time. The corrector signal of a triple is $\tfrac{h^2}{2} a(r_0) - r_2$, and the corrector adds it to the three components with real coefficients $c_0, c_1, c_2$. One Gear step predicts and then corrects once, so `signal` is evaluated on the predicted triple and $a$ is called once per step.

```lean
/-- Corrector signal: scaled acceleration evaluated at the position of the state minus
the scaled acceleration stored in it. -/
def signal (a : E → E) (h : ℝ) (g : GearState E) : E :=
  (h ^ 2 / 2) • a g.r0 - g.r2

/-- Gear corrector with coefficients `(c0, c1, c2)`: each component is shifted by its
coefficient times the corrector signal. -/
def correct (a : E → E) (h c0 c1 c2 : ℝ) (g : GearState E) : GearState E :=
  ⟨g.r0 + c0 • signal a h g, g.r1 + c1 • signal a h g, g.r2 + c2 • signal a h g⟩

/-- One Gear step: predict, evaluate the acceleration, correct. -/
def gearStep (a : E → E) (h c0 c1 c2 : ℝ) (g : GearState E) : GearState E :=
  correct a h c0 c1 c2 (predict g)
```

Velocity Verlet, with the same $a$ and the same $h$, sends $(x, v)$ to
$$x' = x + h v + \tfrac{h^2}{2} a(x), \qquad v' = v + \tfrac{h}{2}\big(a(x) + a(x')\big).$$
In Lean the phase point is a pair `s : E × E` with `s.1` for $x$ and `s.2` for $v$.

```lean
/-- Velocity Verlet position update `x + h v + (h²/2) a(x)`. -/
def verletPos (a : E → E) (h : ℝ) (s : E × E) : E :=
  s.1 + h • s.2 + (h ^ 2 / 2) • a s.1

/-- One velocity Verlet step on the phase point `(x, v)`. -/
def verletStep (a : E → E) (h : ℝ) (s : E × E) : E × E :=
  (verletPos a h s, s.2 + (h / 2) • (a s.1 + a (verletPos a h s)))
```

The comparison map is $\nu(x, v) = \big(x,\ h v,\ \tfrac{h^2}{2} a(x)\big)$, called `nordsieck`. The change of the scaled acceleration over one Verlet step is $D = \tfrac{h^2}{2} a(x') - \tfrac{h^2}{2} a(x)$, called `accelJump`.

```lean
/-- The Gear state `(x, h v, h² a(x) / 2)` attached to the phase point `(x, v)`. -/
def nordsieck (a : E → E) (h : ℝ) (s : E × E) : GearState E :=
  ⟨s.1, h • s.2, (h ^ 2 / 2) • a s.1⟩

/-- Change of the scaled acceleration over one Verlet step, `(h²/2) (a(x') - a(x))`. -/
def accelJump (a : E → E) (h : ℝ) (s : E × E) : E :=
  (h ^ 2 / 2) • a (verletPos a h s) - (h ^ 2 / 2) • a s.1
```

That $a$ depends on position only matters for the comparison with Verlet: once the predicted position is known to be $x'$, the acceleration that Gear evaluates is the $a(x')$ that Verlet evaluates. A velocity-dependent force, such as friction or a magnetic force, does not fit the type of `a`, and the theorems say nothing about it.

## One step with free coefficients

Start Gear from $\nu(x, v)$. The predicted triple is
$$\Big(x + h v + \tfrac{h^2}{2} a(x),\quad h v + h^2 a(x),\quad \tfrac{h^2}{2} a(x)\Big),$$
whose first component is $x'$. Its signal is therefore $\tfrac{h^2}{2} a(x') - \tfrac{h^2}{2} a(x) = D$, and the corrected triple is
$$\Big(x' + c_0 D,\quad h v + h^2 a(x) + c_1 D,\quad \tfrac{h^2}{2} a(x) + c_2 D\Big).$$
On the Verlet side,
$$h v' = h v + \tfrac{h^2}{2} a(x) + \tfrac{h^2}{2} a(x') = h v + h^2 a(x) + D, \qquad \tfrac{h^2}{2} a(x') = \tfrac{h^2}{2} a(x) + D.$$
Subtracting component by component, the Gear result is
$$\nu(x', v') + \big(c_0 D,\ (c_1 - 1) D,\ (c_2 - 1) D\big).$$
This holds for every $a$, every $h$ including zero, and all coefficients. It is `gearStep_nordsieck`.

```lean
/-- For arbitrary coefficients, a Gear step from the state attached to `(x, v)` differs
from the state attached to the Verlet image by `(c0, c1 - 1, c2 - 1)` times the change
of scaled acceleration. -/
theorem gearStep_nordsieck (a : E → E) (h c0 c1 c2 : ℝ) (s : E × E) :
    gearStep a h c0 c1 c2 (nordsieck a h s) =
      ⟨(nordsieck a h (verletStep a h s)).r0 + c0 • accelJump a h s,
       (nordsieck a h (verletStep a h s)).r1 + (c1 - 1) • accelJump a h s,
       (nordsieck a h (verletStep a h s)).r2 + (c2 - 1) • accelJump a h s⟩ := by
  -- the predicted position is the Verlet position, so the signal is `accelJump`
  ext <;>
    simp only [gearStep, correct, signal, predict, nordsieck, verletStep, verletPos,
      accelJump] <;>
    module
```

The proof splits the equation of triples into its three components with `ext`, unfolds the definitions, and closes each component with `module`. That tactic is worth reusing: it proves linear identities in a vector space whose scalar coefficients are polynomial expressions, here in $h$ and the $c_i$, by collecting the coefficient of each vector. The vectors are $x$, $v$, $a(x)$ and $a(x')$, each treated as an opaque symbol. The predicted position `g.r0 + g.r1 + g.r2` and `verletPos` unfold to the same sum in the same order, so the two occurrences of $a(x')$ are recognised as one symbol, and the rest is the subtraction done above.

## The coefficients (0, 1, 1)

Physically, $c_0 = 0$ means that the predicted position is accepted as it stands, $c_2 = 1$ that the stored acceleration is replaced by the newly evaluated one, and $c_1 = 1$ that the predicted velocity $v + h a(x)$ is moved to the trapezoidal value $v + \tfrac{h}{2}(a(x) + a(x'))$. In the derivation these values make the three deviations $c_0 D$, $(c_1 - 1)D$, $(c_2 - 1)D$ vanish. In the proof of `gearStep_eq_verletStep` the general formula is rewritten in and `simp` removes the terms with coefficient zero.

```lean
/-- With coefficients `(0, 1, 1)` a Gear step from the state attached to `(x, v)` is the
state attached to the velocity Verlet image of `(x, v)`. -/
theorem gearStep_eq_verletStep (a : E → E) (h : ℝ) (s : E × E) :
    gearStep a h 0 1 1 (nordsieck a h s) = nordsieck a h (verletStep a h s) := by
  rw [gearStep_nordsieck]
  ext <;> simp
```

The result of the step is again of the form $\nu(\cdot)$, so the argument repeats. Write $G$ for the Gear step with these coefficients, $V$ for the Verlet step, and $G^n$, $V^n$ for $n$-fold application, which Lean writes `^[n]`. If $G^n \nu(s) = \nu(V^n s)$ for a phase point $s$, then $G^{n+1}\nu(s) = G\,\nu(V^n s) = \nu(V^{n+1} s)$, and for $n = 0$ both sides are $\nu(s)$. In `gear_iterate_eq`, `iterate_succ_apply'` peels off the last step on each side, `ih` is the induction hypothesis, and the one-step theorem finishes. The step $h$ is the same for all $n$ steps.

```lean
/-- The same holds after any number `n` of steps. -/
theorem gear_iterate_eq (a : E → E) (h : ℝ) (s : E × E) (n : ℕ) :
    (gearStep a h 0 1 1)^[n] (nordsieck a h s) =
      nordsieck a h ((verletStep a h)^[n] s) := by
  induction n with
  | zero => rfl
  | succ n ih =>
    rw [iterate_succ_apply', iterate_succ_apply', ih, gearStep_eq_verletStep]
```

As an instance take the oscillator $a(x) = -x$ on $E = \mathbb{R}$ with $h = \tfrac12$, so $\tfrac{h^2}{2} = \tfrac18$, and start at $(x, v) = (1, 0)$. The Gear triple is $(1, 0, -\tfrac18)$. Prediction gives $(\tfrac78, -\tfrac14, -\tfrac18)$, the signal is $-\tfrac{7}{64} + \tfrac18 = \tfrac1{64}$, and correction gives $(\tfrac78, -\tfrac{15}{64}, -\tfrac{7}{64})$. Verlet gives $x' = \tfrac78$ and $v' = \tfrac14(-1 - \tfrac78) = -\tfrac{15}{32}$, so $h v' = -\tfrac{15}{64}$. A second step predicts $(\tfrac{17}{32}, -\tfrac{29}{64}, -\tfrac{7}{64})$ with signal $\tfrac{11}{256}$ and ends at $(\tfrac{17}{32}, -\tfrac{105}{256}, -\tfrac{17}{256})$, while Verlet reaches position $\tfrac{17}{32}$ and velocity $-\tfrac{15}{32} + \tfrac14(-\tfrac78 - \tfrac{17}{32}) = -\tfrac{105}{128}$. With $c_0 = 1$ in place of $0$ the first position would be $\tfrac78 + \tfrac1{64} = \tfrac{57}{64}$, already off the Verlet value.

## The step is nonzero

Let $(x_n, v_n) = V^n(x_0, v_0)$ and let $(r_0, r_1, r_2)$ be the triple $G^n \nu(x_0, v_0)$. The main theorem, `gear_reproduces_velocityVerlet`, states for $h \neq 0$ and every natural number $n$ that

- $r_0 = x_n$;
- for every vector $v$, $r_1 = h v$ holds if and only if $v = v_n$;
- for every vector $w$, $r_2 = \tfrac{h^2}{2} w$ holds if and only if $w = a(x_n)$.

The second and third clauses say that the velocity and the acceleration encoded in the Gear triple are uniquely determined and are the Verlet ones. For $n = 0$ they describe the start. Negative $h$ is allowed.

```lean
/-- Gear `(0, 1, 1)` started from `(x0, h v0, h² a(x0)/2)` with `h ≠ 0`: after `n` steps its
position is the Verlet position, `r1 = h v` holds exactly for the Verlet velocity, and
`r2 = h² w / 2` holds exactly for the acceleration at the Verlet position. -/
theorem gear_reproduces_velocityVerlet (a : E → E) (h : ℝ) (hh : h ≠ 0) (x0 v0 : E)
    (n : ℕ) :
    ((gearStep a h 0 1 1)^[n] (nordsieck a h (x0, v0))).r0 =
        ((verletStep a h)^[n] (x0, v0)).1 ∧
      (∀ v, ((gearStep a h 0 1 1)^[n] (nordsieck a h (x0, v0))).r1 = h • v ↔
        v = ((verletStep a h)^[n] (x0, v0)).2) ∧
      (∀ w, ((gearStep a h 0 1 1)^[n] (nordsieck a h (x0, v0))).r2 = (h ^ 2 / 2) • w ↔
        w = a ((verletStep a h)^[n] (x0, v0)).1) := by
  have hh2 : h ^ 2 / 2 ≠ 0 := div_ne_zero (pow_ne_zero 2 hh) two_ne_zero
  rw [gear_iterate_eq]
  -- the scale factors `h` and `h²/2` are nonzero and can be cancelled
  refine ⟨rfl, fun v => ⟨fun hv => ?_, fun hv => ?_⟩, fun w => ⟨fun hw => ?_, fun hw => ?_⟩⟩
  · exact (smul_right_injective E hh hv).symm
  · rw [hv]
    rfl
  · exact (smul_right_injective E hh2 hw).symm
  · rw [hw]
    rfl
```

By hand, the iterated identity gives $r_0 = x_n$, $r_1 = h v_n$ and $r_2 = \tfrac{h^2}{2} a(x_n)$ for any $h$. The hypothesis `hh : h ≠ 0` enters only in passing from $h v_n = h v$ to $v = v_n$, and from $\tfrac{h^2}{2} a(x_n) = \tfrac{h^2}{2} w$ to $w = a(x_n)$. The proof follows this: after `rw [gear_iterate_eq]` the position clause is `rfl`, the two backward implications are substitutions, and the two forward implications use `smul_right_injective`, the injectivity of multiplication by a nonzero scalar, once with `hh` and once with `hh2`, which records $h^2/2 \neq 0$.

At $h = 0$ the Gear triple is $(x_0, 0, 0)$ at every step and Verlet stays at $(x_0, v_0)$. The positions still agree, but with $E = \mathbb{R}$ and $v_0 = 1$ the equation $r_1 = h v$ holds for $v = 2$ as well, so the second clause is false. Scaling by zero has erased the velocity.

For molecular dynamics this means that a fixed-step three-value Gear code with these coefficients and forces that depend on position only, correctly started, generates the velocity Verlet trajectory in exact arithmetic. The statement is an identity between two discrete maps over the real numbers. It does not address round-off, in which the two orderings of the operations may differ, nor accuracy, stability or energy conservation, since no exact trajectory and no norm appear. Gear schemes with more than three values, variable steps, constraints and thermostats are not modelled.

## The acceleration changes over the step

The converse asks which coefficients give agreement. If one Gear step from $\nu(x, v)$ equals $\nu(x', v')$, the formula for free coefficients gives $c_0 D = 0$, $(c_1 - 1)D = 0$ and $(c_2 - 1)D = 0$. When $D \neq 0$ each scalar factor vanishes, so $(c_0, c_1, c_2) = (0, 1, 1)$. The hypothesis `hD : accelJump a h s ≠ 0` says that the step is nonzero and that the acceleration at $x'$ differs from the one at $x$. The theorem `coefficients_unique` concerns a single phase point and a single step, and it compares all three components.

```lean
/-- At a phase point where the scaled acceleration changes over the Verlet step, the Gear
step agrees with the Verlet step if and only if the coefficients are `(0, 1, 1)`. -/
theorem coefficients_unique (a : E → E) (h c0 c1 c2 : ℝ) (s : E × E)
    (hD : accelJump a h s ≠ 0) :
    gearStep a h c0 c1 c2 (nordsieck a h s) = nordsieck a h (verletStep a h s) ↔
      c0 = 0 ∧ c1 = 1 ∧ c2 = 1 := by
  have key : ∀ (y : E) (c : ℝ), y + c • accelJump a h s = y → c = 0 := by
    intro y c hy
    have h1 : c • accelJump a h s = 0 := by simpa using hy
    exact (smul_eq_zero.mp h1).resolve_right hD
  constructor
  · intro H
    rw [gearStep_nordsieck] at H
    -- each component of the deviation must vanish
    have e0 : c0 = 0 := key _ _ (congrArg GearState.r0 H)
    have e1 : c1 - 1 = 0 := key _ _ (congrArg GearState.r1 H)
    have e2 : c2 - 1 = 0 := key _ _ (congrArg GearState.r2 H)
    exact ⟨e0, by linarith, by linarith⟩
  · rintro ⟨rfl, rfl, rfl⟩
    exact gearStep_eq_verletStep a h s
```

The auxiliary statement `key` is the cancellation: $y + c D = y$ forces $c = 0$, by `smul_eq_zero` and `hD`. It is applied to the three components, obtained by `congrArg GearState.r0 H` and its two companions. The reverse implication is the one-step theorem and does not use `hD`.

Without the hypothesis the forward implication fails. For free fall, with $a(x)$ a constant vector, $D = 0$ at every phase point, the corrector adds nothing, and any coefficients, $(5, 0, -2)$ for example, reproduce the Verlet step.

The oscillator $a(x) = -x$ supplies a case with $D \neq 0$. From $(x, v) = (0, 1)$ one has $a(x) = 0$ and $x' = h$, hence $D = \tfrac{h^2}{2}(-h) - 0 = -\tfrac{h^3}{2}$, which is nonzero for every $h \neq 0$. The proof computes this value with `ring` and then shows that it is not zero.

```lean
/-- For the oscillator `a(x) = -x` at the phase point `(0, 1)` and any step `h ≠ 0`, the
scaled acceleration changes over the Verlet step. -/
theorem coefficients_unique_witness (h : ℝ) (hh : h ≠ 0) :
    accelJump (fun x : ℝ => -x) h (0, 1) ≠ 0 := by
  have e : accelJump (fun x : ℝ => -x) h (0, 1) = -(h ^ 3 / 2) := by
    simp only [accelJump, verletPos, smul_eq_mul]
    ring
  rw [e]
  exact neg_ne_zero.mpr (div_ne_zero (pow_ne_zero 3 hh) two_ne_zero)
```

## The start value of the acceleration

The condition $r_2 = \tfrac{h^2}{2} a(x_0)$ at the start is not a named hypothesis; it is built into the statement through the initial triple `nordsieck a h (x0, v0)`. It means that the force is evaluated once at the initial configuration before the first step. The derivation uses it in its first line, where the predicted position is identified with $x'$, and the proof uses it when `nordsieck` is unfolded in `gearStep_nordsieck`.

Start instead from $(x_0, h v_0, r)$ with an arbitrary vector $r$. Since $c_0 = 0$, the first Gear position is the predicted one, $x_0 + h v_0 + r$. The Verlet position is $x_0 + h v_0 + \tfrac{h^2}{2} a(x_0)$, and cancelling $x_0 + h v_0$ shows that they agree if and only if $r = \tfrac{h^2}{2} a(x_0)$. This is `start_value_needed`, where `add_right_inj` performs the cancellation; no condition on $h$ is involved.

```lean
/-- Started from `(x0, h v0, r)` with an arbitrary third value `r`, the first Gear `(0, 1, 1)`
position equals the Verlet position if and only if `r = h² a(x0) / 2`. -/
theorem start_value_needed (a : E → E) (h : ℝ) (x0 v0 r : E) :
    (gearStep a h 0 1 1 ⟨x0, h • v0, r⟩).r0 = (verletStep a h (x0, v0)).1 ↔
      r = (h ^ 2 / 2) • a x0 := by
  simp only [gearStep, correct, predict, verletStep, verletPos, zero_smul, add_zero]
  exact add_right_inj _
```

In the oscillator example, leaving the third value at zero gives the start $(1, 0, 0)$. The prediction leaves it unchanged, the signal is $-\tfrac18$, and the step ends at $(1, -\tfrac18, -\tfrac18)$, with position $1$ where Verlet has $\tfrac78$.

The third component of that result is nevertheless $\tfrac{h^2}{2} a(1)$. This is general. From any triple, let $p$ be the predicted position $r_0 + r_1 + r_2$. With $c_0 = 0$ the new position is $p$, and with $c_2 = 1$ the new third value is $r_2 + \big(\tfrac{h^2}{2} a(p) - r_2\big) = \tfrac{h^2}{2} a(p)$. The theorem `gearStep_consistent` states this, and `abel` does the cancellation of $r_2$.

```lean
/-- From any Gear state, after one `(0, 1, 1)` step the stored scaled acceleration is the
scaled acceleration at the new position. -/
theorem gearStep_consistent (a : E → E) (h : ℝ) (g : GearState E) :
    (gearStep a h 0 1 1 g).r2 = (h ^ 2 / 2) • a (gearStep a h 0 1 1 g).r0 := by
  simp only [gearStep, correct, signal, predict, zero_smul, add_zero, one_smul]
  abel

end

end GearVelocityVerlet
```

```lean
#print axioms GearVelocityVerlet.gear_reproduces_velocityVerlet
-- 'GearVelocityVerlet.gear_reproduces_velocityVerlet' depends on axioms: [propext, Classical.choice, Quot.sound]
#print axioms GearVelocityVerlet.coefficients_unique
-- 'GearVelocityVerlet.coefficients_unique' depends on axioms: [propext, Classical.choice, Quot.sound]
#print axioms GearVelocityVerlet.start_value_needed
-- 'GearVelocityVerlet.start_value_needed' depends on axioms: [propext, Classical.choice, Quot.sound]
#print axioms GearVelocityVerlet.gearStep_consistent
-- 'GearVelocityVerlet.gearStep_consistent' depends on axioms: [propext, Classical.choice, Quot.sound]
```

After one step from a wrong start, $r_2$ is thus again consistent with the current position, but that position is displaced from the Verlet one, so $r_2$ in general still differs from its correctly started value ($-\tfrac18$ against $-\tfrac{7}{64}$ in the example); for $h \neq 0$ the triple is the image under $\nu$ of a displaced phase point. In the example $(1, -\tfrac18, -\tfrac18) = \nu(1, -\tfrac14)$, so the later steps follow the Verlet trajectory through $(1, -\tfrac14)$ and not the one through $(\tfrac78, -\tfrac{15}{32})$. This continuation, like the numerical values and counter-examples above, is worked out on paper and has not been through Lean.
